# Irreducible Angular Momentum Multiplets of Equal Finite Dimension Are Equivalent

## Ladder operators and multiplets

Let V be a finite-dimensional complex space with linear operators J₊, J₋ and J_z, in units of ℏ, that satisfy

[J_z, J₊] = J₊,  [J_z, J₋] = −J₋,  [J₊, J₋] = 2J_z.

V is irreducible if its only subspaces invariant under all three operators are zero and V itself. Let W be a second such space, with operators J₊′, J₋′ and J_z′. A linear map f from V to W is an intertwiner if f J = J′ f for each of the three pairs.

The physical question is whether two multiplets with the same number of states can differ in how they respond to rotations. If both are irreducible, they cannot: an invertible intertwiner e exists, and every intertwiner is a complex multiple of it. Two finite irreducible spin triplets, for instance, have the same spin matrices in suitable bases, whatever the orbital parts of their electronic states.

## Climbing, descending and matching

Let V and W be irreducible, and suppose first that both have dimension n + 1. If J_z u = νu, the ladder relations give

J_z J± u = J± J_z u ± J± u = (ν ± 1) J± u.

Non-zero rungs of a ladder thus have distinct eigenvalues and are linearly independent, so the ladder stops. Since V is complex and non-zero, J_z has an eigenvector. Climbing from it with J₊ ends at some v ≠ 0 with J₊v = 0 and J_z v = μv.

Now descend. Put v_k = J₋ᵏv, so that J_z v_k = (μ − k)v_k. Then

J₊v_{k+1} = (k + 1)(2μ − k) v_k.

For k = 0 this reads J₊J₋v = J₋J₊v + 2J_z v = 2μv. If it holds for k, then

J₊v_{k+2} = J₋J₊v_{k+1} + 2J_z v_{k+1}
= [(k + 1)(2μ − k) + 2(μ − k − 1)] v_{k+1}
= (k + 2)(2μ − k − 1) v_{k+1}.

Let v_m be the last non-zero rung. Setting k = m gives 0 = (m + 1)(2μ − m)v_m, so μ = m/2. The span of v_0, …, v_m is non-zero and invariant under all three operators, hence it is V. Counting dimensions gives m = n, and μ = n/2 is the textbook j.

W has a ladder w_0, …, w_n of the same kind. Define e by e v_k = w_k. Both ladders obey

J₋v_k = v_{k+1},  J_z v_k = (n/2 − k)v_k,  J₊v_{k+1} = (k + 1)(n − k)v_k,

with J₊v_0 = 0 and v_{n+1} = 0. The coefficients depend only on n and k, so e is an intertwiner. In dimension zero the zero map serves.

For uniqueness, let f be any intertwiner and V non-zero. The map e⁻¹f has an eigenvector u with some eigenvalue c, so fu = c eu. If fx = c ex, then

f J x = J′ f x = c J′ e x = c e J x,

so the kernel of f − c e is invariant. It contains u ≠ 0, hence it is V, and f = c e. If V is zero, so is f.

The smallest non-zero case is n = 0: there is one rung, and all three operators vanish, as for a singlet.

The same ladder also fixes J² = J₋J₊ + J_z² + J_z. It gives j(j + 1) on v and commutes with J₋, so it has that value on every rung. The Lean code does not treat J².

## Operators, invariance and equivalence in Lean

```lean
import Mathlib

open Module

namespace SpinMultipletUniqueness

noncomputable section

variable {V W : Type*} [AddCommGroup V] [Module ℂ V] [AddCommGroup W] [Module ℂ W]
```

The structure `Ladder` bundles the three operators with their commutation relations. Products in `End ℂ V` are compositions.

```lean
/-- Angular momentum operators `J₊`, `J₋`, `J_z` on a complex space, in units of `ℏ`,
with their ladder relations. -/
structure Ladder (V : Type*) [AddCommGroup V] [Module ℂ V] where
  Jp : End ℂ V
  Jm : End ℂ V
  Jz : End ℂ V
  raise : Jz * Jp - Jp * Jz = Jp
  lower : Jz * Jm - Jm * Jz = -Jm
  comm : Jp * Jm - Jm * Jp = (2 : ℂ) • Jz
```

Irreducibility quantifies over all complex subspaces `U`, with `⊥` for zero and `⊤` for the whole space. The zero space satisfies this definition.

```lean
/-- No subspace is invariant under `J₊`, `J₋` and `J_z` except zero and the whole space. -/
def Ladder.Irreducible (A : Ladder V) : Prop :=
  ∀ U : Submodule ℂ V, (∀ u ∈ U, A.Jp u ∈ U) → (∀ u ∈ U, A.Jm u ∈ U) →
    (∀ u ∈ U, A.Jz u ∈ U) → U = ⊥ ∨ U = ⊤
```

An intertwiner satisfies three operator equations, where `∘ₗ` is composition of linear maps.

```lean
/-- The linear map `f` carries the angular momentum operators of `A` into those of `B`. -/
def Intertwines (A : Ladder V) (B : Ladder W) (f : V →ₗ[ℂ] W) : Prop :=
  f ∘ₗ A.Jp = B.Jp ∘ₗ f ∧ f ∘ₗ A.Jm = B.Jm ∘ₗ f ∧ f ∘ₗ A.Jz = B.Jz ∘ₗ f
```

No inner product appears, and J₋ is not assumed to be the adjoint of J₊. Identifying physical state spaces also requires a map that preserves inner products, and that step from e to a unitary map is not part of the theorems.

## Ladders that end

The first lemma treats both shift operators at once: unless it annihilates the eigenvector, `T` changes the eigenvalue of `Z` by `c`, which is 1 for J₊ and −1 for J₋. The induction applies the commutator to the rung already reached.

```lean
/-- If `[Z, T] = c T` and `Z u = μ u`, then `Z (Tᵏ u) = (μ + k c) Tᵏ u`, where `Tᵏ u` may be zero.
-/
theorem eigenvalue_shift {Z T : End ℂ V} {c μ : ℂ} (h : Z * T - T * Z = c • T)
    {u : V} (hu : Z u = μ • u) (k : ℕ) :
    Z ((T ^ k) u) = (μ + (k : ℂ) * c) • (T ^ k) u := by
  induction k with
  | zero => simp [hu]
  | succ k ih =>
    have h1 := LinearMap.congr_fun h ((T ^ k) u)
    simp only [LinearMap.sub_apply, Module.End.mul_apply, LinearMap.smul_apply] at h1
    rw [ih, map_smul] at h1
    rw [pow_succ', Module.End.mul_apply]
    push_cast
    linear_combination (norm := module) h1
```

In the next lemma, `ind` is the independence of non-zero rungs. If no rung vanished, there would be more independent vectors than the dimension allows. `Nat.find` picks the first vanishing rung, `m + 1`, and all later ones vanish with it.

```lean
/-- In finite dimension, a ladder built on a non-zero eigenvector of `Z` by an operator `T` with
`[Z, T] = c T`, `c ≠ 0`, has finitely many linearly independent rungs and then vanishes. -/
theorem ladder_stops [FiniteDimensional ℂ V] {Z T : End ℂ V} {c μ : ℂ} (hc : c ≠ 0)
    (h : Z * T - T * Z = c • T) {u : V} (hu : Z u = μ • u) (hu0 : u ≠ 0) :
    ∃ m : ℕ, LinearIndependent ℂ (fun k : Fin (m + 1) => (T ^ (k : ℕ)) u) ∧
      ∀ k, m < k → (T ^ k) u = 0 := by
  classical
  -- non-zero rungs have distinct eigenvalues
  have ind : ∀ N : ℕ, (∀ k < N, (T ^ k) u ≠ 0) →
      LinearIndependent ℂ (fun k : Fin N => (T ^ (k : ℕ)) u) := by
    intro N hN
    refine Module.End.eigenvectors_linearIndependent' Z
      (fun k : Fin N => μ + ((k : ℕ) : ℂ) * c) ?_ _ ?_
    · intro i j hij
      have h1 : μ + ((i : ℕ) : ℂ) * c = μ + ((j : ℕ) : ℂ) * c := hij
      have h2 : ((i : ℕ) : ℂ) = ((j : ℕ) : ℂ) := mul_right_cancel₀ hc (add_left_cancel h1)
      exact Fin.ext (by exact_mod_cast h2)
    · intro k
      exact ⟨Module.End.mem_eigenspace_iff.mpr (eigenvalue_shift h hu k), hN k k.2⟩
  have hex : ∃ k, (T ^ k) u = 0 := by
    by_contra hne
    have h1 := (ind (finrank ℂ V + 1) (fun k _ hk => hne ⟨k, hk⟩)).fintype_card_le_finrank
    rw [Fintype.card_fin] at h1
    omega
  have hs : (T ^ Nat.find hex) u = 0 := Nat.find_spec hex
  rcases hm : Nat.find hex with _ | m
  · rw [hm] at hs
    exact absurd (by simpa using hs) hu0
  · rw [hm] at hs
    refine ⟨m, ind _ fun k hk => Nat.find_min hex (by omega), fun k hk => ?_⟩
    have hk' : k = (k - (m + 1)) + (m + 1) := by omega
    rw [hk', pow_add, Module.End.mul_apply, hs, map_zero]
```

## The ladder basis

The climbing factor is proved by the induction given above; `hc` is the relation J₊J₋ = J₋J₊ + 2J_z applied to a vector.

```lean
/-- Below a vector `v` with `J₊ v = 0` and `J_z v = μ v`, the raising operator takes `J₋ᵏ⁺¹ v` to
`(k + 1)(2μ - k) J₋ᵏ v`. -/
theorem raise_rung (A : Ladder V) {v : V} {μ : ℂ} (hp : A.Jp v = 0) (hz : A.Jz v = μ • v)
    (k : ℕ) :
    A.Jp ((A.Jm ^ (k + 1)) v) = (((k : ℂ) + 1) * (2 * μ - k)) • (A.Jm ^ k) v := by
  have hl : A.Jz * A.Jm - A.Jm * A.Jz = (-1 : ℂ) • A.Jm := A.lower.trans (by simp)
  have hc : ∀ x, A.Jp (A.Jm x) = A.Jm (A.Jp x) + (2 : ℂ) • A.Jz x := fun x => by
    have h := LinearMap.congr_fun A.comm x
    simp only [LinearMap.sub_apply, Module.End.mul_apply, LinearMap.smul_apply] at h
    exact sub_eq_iff_eq_add'.mp h
  induction k with
  | zero =>
    rw [pow_succ', Module.End.mul_apply, hc]
    simp [hp, hz, smul_smul]
  | succ k ih =>
    have hs : (A.Jm ^ (k + 1)) v = A.Jm ((A.Jm ^ k) v) := by
      rw [pow_succ', Module.End.mul_apply]
    rw [pow_succ' A.Jm (k + 1), Module.End.mul_apply, hc, ih, map_smul, ← hs,
      eigenvalue_shift hl hz]
    push_cast
    module
```

The theorem `standard_basis` assembles the ladder. It finds the top vector, obtains 2μ = m in `hμ`, and shows that the span `S` is invariant and therefore everything. The index type `Fin (n + 1)` runs from 0 to n.

```lean
/-- An irreducible multiplet of dimension `n + 1` has a basis `v, J₋ v, …, J₋ⁿ v` with
`J₊ v = 0` and `J_z v = (n/2) v`, and all higher powers of `J₋` annihilate `v`. -/
theorem standard_basis (A : Ladder V) (hA : A.Irreducible) {n : ℕ}
    (hd : finrank ℂ V = n + 1) :
    ∃ (v : V) (b : Basis (Fin (n + 1)) ℂ V), (∀ k, b k = (A.Jm ^ (k : ℕ)) v) ∧
      A.Jp v = 0 ∧ A.Jz v = ((n : ℂ) / 2) • v ∧ ∀ k, n < k → (A.Jm ^ k) v = 0 := by
  have : FiniteDimensional ℂ V := FiniteDimensional.of_finrank_pos (by omega)
  have : Nontrivial V := Module.nontrivial_of_finrank_pos (R := ℂ) (by omega)
  have hr : A.Jz * A.Jp - A.Jp * A.Jz = (1 : ℂ) • A.Jp := A.raise.trans (by simp)
  have hl : A.Jz * A.Jm - A.Jm * A.Jz = (-1 : ℂ) • A.Jm := A.lower.trans (by simp)
  -- climb from any eigenvector of `J_z` to the top of its ladder
  obtain ⟨v, μ, hv0, hpv, hzv⟩ : ∃ (v : V) (μ : ℂ), v ≠ 0 ∧ A.Jp v = 0 ∧ A.Jz v = μ • v := by
    obtain ⟨ν, hν⟩ := Module.End.exists_eigenvalue A.Jz
    obtain ⟨u, hu⟩ := hν.exists_hasEigenvector
    obtain ⟨p, hpi, hp0⟩ := ladder_stops one_ne_zero hr hu.apply_eq_smul hu.2
    refine ⟨(A.Jp ^ p) u, _, hpi.ne_zero (Fin.last p), ?_,
      eigenvalue_shift hr hu.apply_eq_smul p⟩
    rw [← Module.End.mul_apply, ← pow_succ']
    exact hp0 _ (Nat.lt_succ_self p)
  obtain ⟨m, hmi, hm0⟩ := ladder_stops (by norm_num) hl hzv hv0
  -- the bottom rung fixes the top eigenvalue
  have hμ : 2 * μ - (m : ℂ) = 0 := by
    have h := raise_rung A hpv hzv m
    rw [hm0 (m + 1) (by omega), map_zero] at h
    have h1 := (smul_eq_zero.mp h.symm).resolve_right (hmi.ne_zero (Fin.last m))
    exact (mul_eq_zero.mp h1).resolve_left (Nat.cast_add_one_ne_zero m)
  -- the rungs span an invariant subspace
  let S := Submodule.span ℂ (Set.range fun k : Fin (m + 1) => (A.Jm ^ (k : ℕ)) v)
  have mem : ∀ k : ℕ, (A.Jm ^ k) v ∈ S := fun k => by
    by_cases hk : k < m + 1
    · exact Submodule.subset_span ⟨⟨k, hk⟩, rfl⟩
    · rw [hm0 k (by omega)]
      exact S.zero_mem
  have inv : ∀ T : End ℂ V, (∀ k : ℕ, T ((A.Jm ^ k) v) ∈ S) → ∀ u ∈ S, T u ∈ S := by
    intro T hT u hu
    have hle : S ≤ S.comap T := Submodule.span_le.mpr (by
      rintro _ ⟨k, rfl⟩
      exact hT k)
    exact hle hu
  have htop : S = ⊤ := by
    refine (hA S (inv _ fun k => ?_) (inv _ fun k => ?_) (inv _ fun k => ?_)).resolve_left ?_
    · rcases k with _ | k
      · simp [hpv]
      · rw [raise_rung A hpv hzv]
        exact S.smul_mem _ (mem k)
    · rw [← Module.End.mul_apply, ← pow_succ']
      exact mem (k + 1)
    · rw [eigenvalue_shift hl hzv]
      exact S.smul_mem _ (mem k)
    · intro hbot
      have h := mem 0
      rw [hbot, Submodule.mem_bot] at h
      exact hv0 (by simpa using h)
  have hcard : finrank ℂ V = m + 1 := by
    simpa using Module.finrank_eq_card_basis (Basis.mk hmi htop.ge)
  obtain rfl : m = n := by omega
  refine ⟨v, Basis.mk hmi htop.ge, fun k => Basis.mk_apply _ _ k, hpv, ?_, hm0⟩
  rw [hzv]
  congr 1
  linear_combination hμ / 2
```

These basis vectors are not normalised in general. When J₋ is the adjoint of J₊, the normalised rungs have the familiar matrix element √((k + 1)(n − k)) in place of (k + 1)(n − k).

## Equivalence and its uniqueness

The main theorem takes two irreducible ladders and equal `finrank`, the dimension. The type `V ≃ₗ[ℂ] W` consists of invertible linear maps. After the zero-dimensional case, the proof matches the bases and extends the match to all powers of J₋ in `he`. It then checks J₊, J₋ and J_z on basis vectors, in that order.

```lean
/-- Two irreducible multiplets of equal finite dimension are equivalent: an invertible linear
map intertwines `J₊`, `J₋` and `J_z`. -/
theorem dimension_fixes_multiplet [FiniteDimensional ℂ V] [FiniteDimensional ℂ W]
    (A : Ladder V) (B : Ladder W) (hA : A.Irreducible) (hB : B.Irreducible)
    (hd : finrank ℂ V = finrank ℂ W) :
    ∃ e : V ≃ₗ[ℂ] W, Intertwines A B (e : V →ₗ[ℂ] W) := by
  rcases hn : finrank ℂ V with _ | n
  · have : Subsingleton W := Module.finrank_zero_iff (R := ℂ).mp (by omega)
    exact ⟨LinearEquiv.ofFinrankEq V W hd, LinearMap.ext fun _ => Subsingleton.elim _ _,
      LinearMap.ext fun _ => Subsingleton.elim _ _, LinearMap.ext fun _ => Subsingleton.elim _ _⟩
  obtain ⟨v, b, hb, hpv, hzv, hv⟩ := standard_basis A hA hn
  obtain ⟨w, b', hb', hpw, hzw, hw⟩ := standard_basis B hB (hd.symm.trans hn)
  -- match the two ladders rung by rung
  obtain ⟨e, he0⟩ : ∃ e : V ≃ₗ[ℂ] W, ∀ k, e (b k) = b' k :=
    ⟨b.equiv b' (Equiv.refl _), fun k => by simp⟩
  have he : ∀ k : ℕ, e ((A.Jm ^ k) v) = (B.Jm ^ k) w := fun k => by
    by_cases hk : k < n + 1
    · have h := he0 ⟨k, hk⟩
      rw [hb, hb'] at h
      exact h
    · rw [hv k (by omega), hw k (by omega), map_zero]
  have hlA : A.Jz * A.Jm - A.Jm * A.Jz = (-1 : ℂ) • A.Jm := A.lower.trans (by simp)
  have hlB : B.Jz * B.Jm - B.Jm * B.Jz = (-1 : ℂ) • B.Jm := B.lower.trans (by simp)
  refine ⟨e, b.ext fun k => ?_, b.ext fun k => ?_, b.ext fun k => ?_⟩ <;>
    rw [hb k] <;> simp only [LinearMap.comp_apply, LinearEquiv.coe_coe] <;> rw [he]
  · generalize (k : ℕ) = j
    rcases j with _ | j
    · simp [hpv, hpw]
    · rw [raise_rung A hpv hzv, raise_rung B hpw hzw, map_smul, he]
  · rw [← Module.End.mul_apply, ← pow_succ', he, pow_succ', Module.End.mul_apply]
  · rw [eigenvalue_shift hlA hzv, eigenvalue_shift hlB hzw, map_smul, he]
```

Uniqueness is Schur's argument. Here `c` is the eigenvalue of e⁻¹f, no longer a ladder step; `inv` shows that the kernel is invariant. The map `f` need not be invertible.

```lean
/-- Schur's lemma for multiplets: if `e` is an invertible intertwiner from a finite-dimensional
irreducible multiplet, every other intertwiner is a complex multiple of `e`. -/
theorem intertwiner_unique [FiniteDimensional ℂ V] (A : Ladder V) (B : Ladder W)
    (hA : A.Irreducible) (e : V ≃ₗ[ℂ] W) (he : Intertwines A B (e : V →ₗ[ℂ] W))
    (f : V →ₗ[ℂ] W) (hf : Intertwines A B f) :
    ∃ c : ℂ, f = c • (e : V →ₗ[ℂ] W) := by
  rcases subsingleton_or_nontrivial V with hV | hV
  · exact ⟨0, LinearMap.ext fun x => by simp [Subsingleton.elim x 0]⟩
  obtain ⟨c, hc⟩ := Module.End.exists_eigenvalue ((e.symm : W →ₗ[ℂ] V) ∘ₗ f)
  obtain ⟨u, hu⟩ := hc.exists_hasEigenvector
  have hfu : f u = c • e u := by
    have h : e.symm (f u) = c • u := hu.apply_eq_smul
    rw [← map_smul, ← h, LinearEquiv.apply_symm_apply]
  -- the subspace where `f = c e` is invariant and non-zero
  have mem : ∀ x, x ∈ LinearMap.ker (f - c • (e : V →ₗ[ℂ] W)) ↔ f x = c • e x := fun x => by
    rw [LinearMap.mem_ker, LinearMap.sub_apply, sub_eq_zero]
    rfl
  have inv : ∀ (J : End ℂ V) (K : End ℂ W), f ∘ₗ J = K ∘ₗ f →
      (e : V →ₗ[ℂ] W) ∘ₗ J = K ∘ₗ (e : V →ₗ[ℂ] W) →
      ∀ x ∈ LinearMap.ker (f - c • (e : V →ₗ[ℂ] W)),
        J x ∈ LinearMap.ker (f - c • (e : V →ₗ[ℂ] W)) := by
    intro J K h1 h2 x hx
    have h3 : f (J x) = K (f x) := LinearMap.congr_fun h1 x
    have h4 : e (J x) = K (e x) := LinearMap.congr_fun h2 x
    rw [mem] at hx ⊢
    rw [h3, h4, hx, map_smul]
  rcases hA _ (inv _ _ hf.1 he.1) (inv _ _ hf.2.1 he.2.1) (inv _ _ hf.2.2 he.2.2) with h | h
  · have h1 := (mem u).mpr hfu
    rw [h, Submodule.mem_bot] at h1
    exact absurd h1 hu.2
  · exact ⟨c, sub_eq_zero.mp (LinearMap.ker_eq_top.mp h)⟩
```

## Spin one-half and two singlets

On ℂ², component 0 is spin up and component 1 is spin down.

```lean
/-- The spin one-half operators on `ℂ²`. -/
def spinHalf : Ladder (Fin 2 → ℂ) where
  Jp := Matrix.toLin' !![0, 1; 0, 0]
  Jm := Matrix.toLin' !![0, 0; 1, 0]
  Jz := Matrix.toLin' !![1 / 2, 0; 0, -1 / 2]
  raise := by
    refine LinearMap.ext fun x => funext fun i => ?_
    fin_cases i <;> simp [Matrix.mulVec, dotProduct, Fin.sum_univ_two]
    ring
  lower := by
    refine LinearMap.ext fun x => funext fun i => ?_
    fin_cases i <;> simp [dotProduct, Fin.sum_univ_two]
    ring
  comm := by
    refine LinearMap.ext fun x => funext fun i => ?_
    fin_cases i <;> simp [dotProduct, Fin.sum_univ_two]
    ring
```

On a second copy of ℂ², all three operators are zero, so every line is invariant.

```lean
/-- The space `ℂ²` on which all three angular momentum operators vanish. -/
def twoSinglets : Ladder (Fin 2 → ℂ) := ⟨0, 0, 0, by simp, by simp, by simp⟩
```

Spin one-half is irreducible: from any non-zero vector, J₊ and J₋ produce non-zero multiples of both basis vectors, which span ℂ².

```lean
/-- The spin one-half operators on `ℂ²` are irreducible. -/
theorem spinHalf_irreducible_witness : spinHalf.Irreducible := by
  have hp : ∀ x, spinHalf.Jp x = ![x 1, 0] := fun x => by
    ext i
    fin_cases i <;> simp [spinHalf, Matrix.mulVec, dotProduct, Fin.sum_univ_two]
  have hm : ∀ x, spinHalf.Jm x = ![0, x 0] := fun x => by
    ext i
    fin_cases i <;> simp [spinHalf, Matrix.mulVec, dotProduct, Fin.sum_univ_two]
  intro U hUp hUm _
  by_cases hU : U = ⊥
  · exact Or.inl hU
  right
  obtain ⟨x, hx, hx0⟩ := Submodule.exists_mem_ne_zero_of_ne_bot hU
  -- flipping the spin produces both basis directions
  obtain ⟨c, hc, h0, h1⟩ : ∃ c : ℂ, c ≠ 0 ∧ ![c, 0] ∈ U ∧ ![0, c] ∈ U := by
    by_cases h : x 0 = 0
    · have hx1 : x 1 ≠ 0 := fun h' => hx0 (by ext i; fin_cases i <;> simp [h, h'])
      have ha := hUp x hx
      have hb := hUm _ ha
      rw [hm, hp] at hb
      rw [hp] at ha
      exact ⟨x 1, hx1, ha, by simpa using hb⟩
    · have ha := hUm x hx
      have hb := hUp _ ha
      rw [hp, hm] at hb
      rw [hm] at ha
      exact ⟨x 0, h, by simpa using hb, ha⟩
  refine Submodule.eq_top_iff'.mpr fun y => ?_
  have hy : y = (y 0 / c) • ![c, 0] + (y 1 / c) • ![0, c] := by
    ext i
    fin_cases i <;> simp [hc]
  rw [hy]
  exact U.add_mem (U.smul_mem _ h0) (U.smul_mem _ h1)
```

The two spaces are not equivalent. An invertible intertwiner would send J₊(0, 1) = (1, 0) to zero. Equal dimension together with irreducibility of only one of the spaces is therefore insufficient.

```lean
/-- Equal dimension alone is not enough: no invertible map intertwines the spin one-half
operators on `ℂ²` with the vanishing ones. -/
theorem irreducibility_needed :
    ¬ ∃ e : (Fin 2 → ℂ) ≃ₗ[ℂ] (Fin 2 → ℂ),
      Intertwines spinHalf twoSinglets (e : (Fin 2 → ℂ) →ₗ[ℂ] (Fin 2 → ℂ)) := by
  rintro ⟨e, h, -, -⟩
  have h1 : e (spinHalf.Jp ![0, 1]) = 0 := LinearMap.congr_fun h ![0, 1]
  have h2 := congrFun (e.map_eq_zero_iff.mp h1) 0
  simp [spinHalf, Matrix.mulVec, dotProduct, Fin.sum_univ_two] at h2

end

end SpinMultipletUniqueness
```

```lean
#print axioms SpinMultipletUniqueness.dimension_fixes_multiplet
#print axioms SpinMultipletUniqueness.intertwiner_unique
#print axioms SpinMultipletUniqueness.irreducibility_needed
```

```
'SpinMultipletUniqueness.dimension_fixes_multiplet' depends on axioms: [propext, Classical.choice, Quot.sound]
'SpinMultipletUniqueness.intertwiner_unique' depends on axioms: [propext, Classical.choice, Quot.sound]
'SpinMultipletUniqueness.irreducibility_needed' depends on axioms: [propext, Classical.choice, Quot.sound]
```
